# The Jarzynski equality for finite-state switching with kernels that preserve Boltzmann weights

A system starts in equilibrium with a heat bath, and a control parameter is then changed in steps: a field is raised, or an interaction is switched on. Between changes the system moves thermally, but it need not have time to relax. The work $W$ varies from run to run, and the final states are in general not Boltzmann distributed. What do such runs still say about equilibrium at the final parameter value?

For finitely many states and discrete steps, weighting each run by $e^{-\beta W}$, with $\beta$ the inverse temperature of the bath, turns the distribution of final states into the final Boltzmann weights exactly, up to a common constant factor, provided that the runs start in equilibrium and each thermal move preserves the Boltzmann weights of the energy then in force.

## The switching protocol

Let $S$ be the finite set of states, $\beta$ the inverse temperature and $U_0,\dots,U_n$ the energy functions. Write $w_k(x)=e^{-\beta U_k(x)}$, $Z_k=\sum_x w_k(x)$ and $F_k=-\beta^{-1}\log Z_k$.

In Lean 4 with Mathlib:

```lean
import Mathlib

open Real

namespace JarzynskiFiniteState

noncomputable section

variable {S : Type*} [Fintype S]

/-- The Boltzmann weight `exp(-β u(x))` of a state `x` with energy function `u`. -/
def boltzmann (β : ℝ) (u : S → ℝ) (x : S) : ℝ := exp (-β * u x)

/-- The partition function, the sum of all Boltzmann weights. -/
def partitionFn (β : ℝ) (u : S → ℝ) : ℝ := ∑ x, boltzmann β u x

/-- The Helmholtz free energy `-log Z / β`. -/
def freeEnergy (β : ℝ) (u : S → ℝ) : ℝ := -log (partitionFn β u) / β
```

A kernel $P_k(x,y)$ gives the probability of moving from $x$ to $y$. Two separate properties are defined for it: being a genuine transition matrix, and leaving the Boltzmann weights unchanged.

```lean
/-- A transition kernel: nonnegative entries, and each row sums to one. -/
def IsStochastic (K : S → S → ℝ) : Prop :=
  (∀ x y, 0 ≤ K x y) ∧ ∀ x, ∑ y, K x y = 1

/-- The kernel `K` preserves the Boltzmann weights of the energy function `u`. -/
def PreservesBoltzmann (β : ℝ) (u : S → ℝ) (K : S → S → ℝ) : Prop :=
  ∀ y, ∑ x, boltzmann β u x * K x y = boltzmann β u y
```

For $k=0,\dots,n-1$, the energy is switched from $U_k$ to $U_{k+1}$ at fixed state $x_k$, and then $P_{k+1}$ moves the state to $x_{k+1}$. Only the switch counts as work:
$$W_n=\sum_{k=0}^{n-1}\bigl[U_{k+1}(x_k)-U_k(x_k)\bigr].$$
A trajectory is a function `Fin (n + 1) → S`; `x k.castSucc` is $x_k$ and `x k.succ` is $x_{k+1}$. Averages, written $\langle\cdot\rangle$, are exact finite sums over all trajectories, so sampling error does not enter.

```lean
/-- The work along a trajectory: the energy changes `U_(k+1) - U_k` at the current state. -/
def work (U : ℕ → S → ℝ) (n : ℕ) (x : Fin (n + 1) → S) : ℝ :=
  ∑ k : Fin n, (U ((k : ℕ) + 1) (x k.castSucc) - U (k : ℕ) (x k.castSucc))

/-- The probability of a trajectory that starts in equilibrium at `U_0` and whose step from
`x_k` to `x_(k+1)` is made with the kernel `P_(k+1)`. -/
def pathProb (β : ℝ) (U : ℕ → S → ℝ) (P : ℕ → S → S → ℝ) (n : ℕ)
    (x : Fin (n + 1) → S) : ℝ :=
  boltzmann β (U 0) (x 0) / partitionFn β (U 0) *
    ∏ k : Fin n, P ((k : ℕ) + 1) (x k.castSucc) (x k.succ)

/-- The average of a trajectory observable `A` over all trajectories of `n` steps. -/
def pathAvg (β : ℝ) (U : ℕ → S → ℝ) (P : ℕ → S → S → ℝ) (n : ℕ)
    (A : (Fin (n + 1) → S) → ℝ) : ℝ :=
  ∑ x, pathProb β U P n x * A x
```

## Equilibrium at the start

The first hypothesis is built into `pathProb`: $x_0$ has probability $w_0(x_0)/Z_0$. Physically, the system has been equilibrated at $U_0$ before the protocol begins.

By hand, this starts an induction on $n$ for the statement
$$\langle e^{-\beta W_n}f(x_n)\rangle=\frac{1}{Z_0}\sum_y w_n(y)f(y)\quad\text{for every } f:S\to\mathbb R.$$
At $n=0$ no work is done, and the left side is $\sum_y w_0(y)f(y)/Z_0$. This is the `zero` case of `work_reweighting` below.

Without it the result fails: a system started in a fixed state $s$ and switched once, with a stochastic kernel, gives $e^{-\beta(U_1(s)-U_0(s))}$, which generally differs from $Z_1/Z_0$.

The next lemmas prepare the proofs. `partitionFn_pos` gives $Z>0$ when there is at least one state, and `sum_paths_zero` treats trajectories consisting of a single state; the other three split off the last state of a trajectory, its last contribution to the work and its last transition factor.

```lean
lemma partitionFn_pos [Nonempty S] (β : ℝ) (u : S → ℝ) : 0 < partitionFn β u :=
  Finset.sum_pos (fun _ _ => exp_pos _) Finset.univ_nonempty

lemma sum_paths_zero (g : S → ℝ) : ∑ x : Fin 1 → S, g (x 0) = ∑ y, g y :=
  (Equiv.funUnique (Fin 1) S).sum_comp g

/-- A sum over trajectories splits into a sum over the earlier states and the last state. -/
lemma sum_paths_succ {n : ℕ} (G : (Fin (n + 1) → S) → S → ℝ) :
    ∑ x : Fin (n + 2) → S, G (fun i => x i.castSucc) (x (Fin.last (n + 1))) =
      ∑ x, ∑ y, G x y := by
  let e : (Fin (n + 2) → S) ≃ (Fin (n + 1) → S) × S :=
    { toFun := fun x => (fun i => x i.castSucc, x (Fin.last (n + 1)))
      invFun := fun p => Fin.snoc (α := fun _ => S) p.1 p.2
      left_inv := by
        intro x
        funext i
        refine Fin.lastCases ?_ (fun j => ?_) i <;> simp
      right_inv := by
        rintro ⟨x, y⟩
        simp }
  exact (e.sum_comp (fun p => G p.1 p.2)).trans (Fintype.sum_prod_type _)

omit [Fintype S] in
/-- One more switching step adds its energy change to the work. -/
lemma work_succ (U : ℕ → S → ℝ) (n : ℕ) (x : Fin (n + 2) → S) :
    work U (n + 1) x = work U n (fun i => x i.castSucc) +
      (U (n + 1) (x (Fin.last n).castSucc) - U n (x (Fin.last n).castSucc)) := by
  unfold work
  rw [Fin.sum_univ_castSucc]
  rfl

/-- One more step multiplies the trajectory probability by its transition probability. -/
lemma pathProb_succ (β : ℝ) (U : ℕ → S → ℝ) (P : ℕ → S → S → ℝ) (n : ℕ)
    (x : Fin (n + 2) → S) :
    pathProb β U P (n + 1) x = pathProb β U P n (fun i => x i.castSucc) *
      P (n + 1) (x (Fin.last n).castSucc) (x (Fin.last (n + 1))) := by
  unfold pathProb
  rw [Fin.prod_univ_castSucc, ← mul_assoc]
  rfl
```

## Each kernel preserves the current Boltzmann weights

The hypothesis `h` says $\sum_x w_{k+1}(x)P_{k+1}(x,y)=w_{k+1}(y)$ for every $k<n$: the thermal move, made while the energy function $U_{k+1}$ is held fixed, would leave an ensemble in equilibrium at $U_{k+1}$ unchanged. It is assumed, not derived from a microscopic model of the bath, and detailed balance is not required.

It carries the induction step. Splitting off $x_{n+1}$ and summing over it leaves an observable of $x_n$,
$$g(z)=e^{-\beta(U_{n+1}(z)-U_n(z))}\sum_y P_{n+1}(z,y)f(y).$$
The statement for $n$, applied to $g$, gives
$$\langle e^{-\beta W_{n+1}}f(x_{n+1})\rangle=\frac1{Z_0}\sum_z w_n(z)g(z).$$
The switching factor turns $w_n(z)$ into $w_{n+1}(z)$. Exchanging the sums and using invariance then yields
$$\frac1{Z_0}\sum_y\Bigl[\sum_z w_{n+1}(z)P_{n+1}(z,y)\Bigr]f(y)=\frac1{Z_0}\sum_y w_{n+1}(y)f(y).$$

In the proof, `generalizing f` allows the induction hypothesis to be applied to $g$, `hb` is the change of weight, `Finset.sum_comm` exchanges the sums, and `h n` supplies invariance.

```lean
/-- Weighting by `exp(-βW)` turns the average of a final-state observable `f` into its
Boltzmann sum at `U_n`, divided by `Z_0`. -/
theorem work_reweighting (β : ℝ) (U : ℕ → S → ℝ) (P : ℕ → S → S → ℝ) (n : ℕ)
    (h : ∀ k < n, PreservesBoltzmann β (U (k + 1)) (P (k + 1))) (f : S → ℝ) :
    pathAvg β U P n (fun x => exp (-β * work U n x) * f (x (Fin.last n))) =
      (∑ y, boltzmann β (U n) y * f y) / partitionFn β (U 0) := by
  induction n generalizing f with
  | zero =>
    rw [Finset.sum_div]
    refine Eq.trans (Finset.sum_congr rfl fun x _ => ?_)
      (sum_paths_zero (fun y => boltzmann β (U 0) y * f y / partitionFn β (U 0)))
    have hw : work U 0 x = 0 := by simp [work]
    have hp : pathProb β U P 0 x = boltzmann β (U 0) (x 0) / partitionFn β (U 0) := by
      simp [pathProb]
    change pathProb β U P 0 x * (exp (-β * work U 0 x) * f (x 0)) =
      boltzmann β (U 0) (x 0) * f (x 0) / partitionFn β (U 0)
    rw [hw, hp, mul_zero, exp_zero]
    ring
  | succ n ih =>
    -- the last step is absorbed into a new observable of the state before it
    have hk := ih (fun k hk => h k (Nat.lt_succ_of_lt hk))
      (fun z => exp (-β * (U (n + 1) z - U n z)) * ∑ y, P (n + 1) z y * f y)
    refine Eq.trans (Eq.trans (Finset.sum_congr rfl fun x _ => ?_)
      (sum_paths_succ (fun x y => pathProb β U P n x * P (n + 1) (x (Fin.last n)) y *
        (exp (-β * (work U n x + (U (n + 1) (x (Fin.last n)) - U n (x (Fin.last n))))) *
          f y)))) (Eq.trans (Eq.trans (Finset.sum_congr rfl fun x _ => ?_) hk) ?_)
    · simp only [pathProb_succ, work_succ]
    · simp only [mul_add, exp_add, Finset.mul_sum]
      exact Finset.sum_congr rfl fun y _ => by ring
    · congr 1
      -- switching the energy turns the old Boltzmann weight into the new one
      have hb : ∀ z, boltzmann β (U (n + 1)) z =
          boltzmann β (U n) z * exp (-β * (U (n + 1) z - U n z)) := by
        intro z
        unfold boltzmann
        rw [← exp_add]
        congr 1
        ring
      calc ∑ z, boltzmann β (U n) z *
            (exp (-β * (U (n + 1) z - U n z)) * ∑ y, P (n + 1) z y * f y)
          = ∑ z, ∑ y, boltzmann β (U (n + 1)) z * P (n + 1) z y * f y := by
            refine Finset.sum_congr rfl fun z _ => ?_
            rw [hb z, ← mul_assoc, Finset.mul_sum]
            exact Finset.sum_congr rfl fun y _ => by ring
        _ = ∑ y, ∑ z, boltzmann β (U (n + 1)) z * P (n + 1) z y * f y := Finset.sum_comm
        _ = ∑ y, boltzmann β (U (n + 1)) y * f y := by
            refine Finset.sum_congr rfl fun y _ => ?_
            rw [← Finset.sum_mul, h n (Nat.lt_succ_self n) y]
```

Taking $f$ to be the indicator of a state $y$ gives $\langle e^{-\beta W_n}\mathbf 1(x_n=y)\rangle=e^{-\beta U_n(y)}/Z_0$.

```lean
/-- The average of `exp(-βW)` times the indicator that the trajectory ends in `y` is `exp(-β U_n(y))
/ Z_0`. -/
theorem jarzynski_endpoint [DecidableEq S] (β : ℝ) (U : ℕ → S → ℝ) (P : ℕ → S → S → ℝ)
    (n : ℕ) (h : ∀ k < n, PreservesBoltzmann β (U (k + 1)) (P (k + 1))) (y : S) :
    pathAvg β U P n
        (fun x => exp (-β * work U n x) * if x (Fin.last n) = y then 1 else 0) =
      exp (-β * U n y) / partitionFn β (U 0) :=
  (work_reweighting β U P n h (fun z => if z = y then 1 else 0)).trans
    (by simp [boltzmann])
```

Taking $f=1$ gives $\langle e^{-\beta W_n}\rangle=Z_n/Z_0$. This is the Jarzynski equality for a finite Markov chain in discrete time; Hamiltonian dynamics and continuous state spaces need their own arguments.

```lean
/-- The Jarzynski equality: the average of `exp(-βW)` is `Z_n / Z_0`. -/
theorem jarzynski_equality (β : ℝ) (U : ℕ → S → ℝ) (P : ℕ → S → S → ℝ) (n : ℕ)
    (h : ∀ k < n, PreservesBoltzmann β (U (k + 1)) (P (k + 1))) :
    pathAvg β U P n (fun x => exp (-β * work U n x)) =
      partitionFn β (U n) / partitionFn β (U 0) := by
  have h1 := work_reweighting β U P n h (fun _ => 1)
  simp only [mul_one] at h1
  exact h1
```

Without invariance, the endpoint identity already fails at $n=1$, where it says exactly that $P_1$ preserves $w_1$. The total average is less sensitive: if the last kernel is stochastic, summing over the last state removes it. An earlier kernel does matter. If $P_1$ sends every state to $s$ and $P_2$ is stochastic, the average at $n=2$ is $(Z_1/Z_0)\,e^{-\beta(U_2(s)-U_1(s))}$, in general not $Z_2/Z_0$.

Since $Z_n/Z_0=e^{-\beta(F_n-F_0)}$ for $\beta\neq0$, the equality justifies, for finite-state simulations, estimating free-energy differences from driven runs that start in equilibrium but do not relax at each later stage, although it does not say how many runs are needed.

## The kernels are genuine transition probabilities

Nonnegative entries and rows summing to one mean that the system always goes somewhere, with a real probability. The exponential identities hold algebraically without this; with it, the weighted sums are genuine averages.

A trajectory's weight is nonnegative because it is a product of nonnegative factors. For the total, summing over the last state gives a factor one, and repeating this leaves $\sum_x w_0(x)/Z_0=1$. The proof follows the same induction, with `Nonempty S` ensuring $Z_0>0$.

```lean
/-- For stochastic kernels the trajectory probabilities are nonnegative and sum to one. -/
theorem pathProb_isProbability [Nonempty S] (β : ℝ) (U : ℕ → S → ℝ) (P : ℕ → S → S → ℝ)
    (n : ℕ) (hP : ∀ k < n, IsStochastic (P (k + 1))) :
    (∀ x, 0 ≤ pathProb β U P n x) ∧ ∑ x, pathProb β U P n x = 1 := by
  constructor
  · intro x
    exact mul_nonneg (div_nonneg (exp_pos _).le (partitionFn_pos β (U 0)).le)
      (Finset.prod_nonneg fun k _ => (hP k k.isLt).1 _ _)
  · induction n with
    | zero =>
      refine Eq.trans (Finset.sum_congr rfl fun x _ => ?_) (Eq.trans
        (sum_paths_zero (fun y => boltzmann β (U 0) y / partitionFn β (U 0))) ?_)
      · simp [pathProb]
      · rw [← Finset.sum_div]
        exact div_self (partitionFn_pos β (U 0)).ne'
    | succ n ih =>
      refine Eq.trans (Finset.sum_congr rfl fun x _ => pathProb_succ β U P n x) (Eq.trans
        (sum_paths_succ (fun x y => pathProb β U P n x * P (n + 1) (x (Fin.last n)) y)) ?_)
      simp only [← Finset.mul_sum, (hP n (Nat.lt_succ_self n)).2, mul_one]
      exact ih (fun k hk => hP k (Nat.lt_succ_of_lt hk))
```

Without row normalisation the work bound below can fail. Take states $0,1$, $U_0=0$, $U_1(0)=0$, $U_1(1)=u>0$ and $\beta>0$. Let $P_1(0,y)=w_1(y)$ and $P_1(1,y)=0$. This preserves $w_1$, yet the weighted sum of the work is $0$, below $F_1-F_0=-\beta^{-1}\log\frac{1+e^{-\beta u}}2>0$.

## Positive temperature

The equalities hold for every real $\beta$. The bound $F_n-F_0\le\langle W_n\rangle$, a second-law statement, assumes $\beta>0$ as well as both kernel properties.

Put $m=\langle W_n\rangle$. The exponential lies above its tangent line:
$$e^{-\beta W_n}\ge e^{-\beta m}\bigl[1-\beta(W_n-m)\bigr].$$
Averaging with nonnegative weights of total one removes the linear term, so $e^{-\beta m}\le Z_n/Z_0$. Taking logarithms gives $-\beta m\le\log Z_n-\log Z_0$, and division by $-\beta<0$ gives $m\ge F_n-F_0$.

In the proof, `hlin` evaluates the averaged tangent line, `add_one_le_exp` supplies the pointwise bound, and `hβ` enters at `div_le_iff₀`. For $\beta<0$ the same argument gives the opposite bound, $\langle W_n\rangle\le F_n-F_0$.

```lean
/-- The average work is at least the free-energy difference `F_n - F_0`. -/
theorem free_energy_le_average_work [Nonempty S] {β : ℝ} (hβ : 0 < β) (U : ℕ → S → ℝ)
    (P : ℕ → S → S → ℝ) (n : ℕ) (hP : ∀ k < n, IsStochastic (P (k + 1)))
    (h : ∀ k < n, PreservesBoltzmann β (U (k + 1)) (P (k + 1))) :
    freeEnergy β (U n) - freeEnergy β (U 0) ≤ pathAvg β U P n (work U n) := by
  obtain ⟨hpos, hsum⟩ := pathProb_isProbability β U P n hP
  obtain ⟨m, hm⟩ : ∃ m, ∑ x, pathProb β U P n x * work U n x = m := ⟨_, rfl⟩
  change _ ≤ ∑ x, pathProb β U P n x * work U n x
  rw [hm]
  -- the exponential lies above its tangent line at the average work
  have key : exp (-β * m) ≤ partitionFn β (U n) / partitionFn β (U 0) := by
    rw [← jarzynski_equality β U P n h]
    have hlin : ∑ x, pathProb β U P n x *
        (exp (-β * m) * ((-β * work U n x + β * m) + 1)) = exp (-β * m) := by
      have hs : ∑ x, pathProb β U P n x *
          (exp (-β * m) * ((-β * work U n x + β * m) + 1)) =
          exp (-β * m) * (1 + β * m) * ∑ x, pathProb β U P n x -
            exp (-β * m) * β * ∑ x, pathProb β U P n x * work U n x := by
        rw [Finset.mul_sum, Finset.mul_sum, ← Finset.sum_sub_distrib]
        exact Finset.sum_congr rfl fun x _ => by ring
      rw [hs, hsum, hm]
      ring
    refine hlin.symm.le.trans (Finset.sum_le_sum fun x _ => ?_)
    refine mul_le_mul_of_nonneg_left ?_ (hpos x)
    have he : exp (-β * work U n x) =
        exp (-β * m) * exp (-β * work U n x + β * m) := by
      rw [← exp_add]
      congr 1
      ring
    change exp (-β * m) * ((-β * work U n x + β * m) + 1) ≤ exp (-β * work U n x)
    rw [he]
    exact mul_le_mul_of_nonneg_left (add_one_le_exp _) (exp_pos _).le
  have hlog := log_le_log (exp_pos _) key
  rw [log_exp, log_div (partitionFn_pos β (U n)).ne' (partitionFn_pos β (U 0)).ne'] at hlog
  have hF : freeEnergy β (U n) - freeEnergy β (U 0) =
      (log (partitionFn β (U 0)) - log (partitionFn β (U n))) / β := by
    unfold freeEnergy
    ring
  rw [hF, div_le_iff₀ hβ]
  linarith
```

## A kernel with both properties

The lazy heat bath redraws the state from the Boltzmann distribution with probability $a\in[0,1]$ and otherwise keeps it.

```lean
/-- The lazy heat bath: with probability `a` the state is redrawn from the Boltzmann
distribution, otherwise it is kept. -/
def lazyHeatBath [DecidableEq S] (β : ℝ) (u : S → ℝ) (a : ℝ) (x y : S) : ℝ :=
  (1 - a) * (if x = y then 1 else 0) + a * (boltzmann β u y / partitionFn β u)
```

Its entries are nonnegative, and its rows sum to $(1-a)+a=1$. For an energy function $u$ with weights $w$ and partition function $Z$, summing over the initial state gives
$$(1-a)w(y)+a\,\frac{w(y)}Z\,Z=w(y).$$
The proof checks these three points in turn. Since $u$ is arbitrary, such a kernel can be chosen at every step of any protocol on a nonempty finite $S$.

```lean
/-- The lazy heat bath with `0 ≤ a ≤ 1` is stochastic and preserves the Boltzmann weights. -/
theorem lazyHeatBath_witness [DecidableEq S] [Nonempty S] (β : ℝ) (u : S → ℝ) {a : ℝ}
    (h0 : 0 ≤ a) (h1 : a ≤ 1) :
    IsStochastic (lazyHeatBath β u a) ∧ PreservesBoltzmann β u (lazyHeatBath β u a) := by
  have hZ := partitionFn_pos β u
  refine ⟨⟨fun x y => ?_, fun x => ?_⟩, fun y => ?_⟩
  · have hd : (0 : ℝ) ≤ if x = y then 1 else 0 := by split_ifs <;> norm_num
    exact add_nonneg (mul_nonneg (sub_nonneg.mpr h1) hd)
      (mul_nonneg h0 (div_nonneg (exp_pos _).le hZ.le))
  · have hd : ∑ y, (if x = y then (1 : ℝ) else 0) = 1 := by simp
    have hs : ∑ y, boltzmann β u y / partitionFn β u = 1 := by
      rw [← Finset.sum_div]
      exact div_self hZ.ne'
    simp only [lazyHeatBath]
    rw [Finset.sum_add_distrib, ← Finset.mul_sum, ← Finset.mul_sum, hd, hs]
    ring
  · have hd : ∑ x, boltzmann β u x * (if x = y then (1 : ℝ) else 0) = boltzmann β u y := by
      simp
    have hs : ∑ x, boltzmann β u x = partitionFn β u := rfl
    have hsplit : ∑ x, boltzmann β u x * lazyHeatBath β u a x y =
        (1 - a) * ∑ x, boltzmann β u x * (if x = y then (1 : ℝ) else 0) +
          a * (boltzmann β u y / partitionFn β u) * ∑ x, boltzmann β u x := by
      rw [Finset.mul_sum, Finset.mul_sum, ← Finset.sum_add_distrib]
      refine Finset.sum_congr rfl fun x _ => ?_
      unfold lazyHeatBath
      ring
    rw [hsplit, hd, hs]
    have hc : boltzmann β u y / partitionFn β u * partitionFn β u = boltzmann β u y :=
      div_mul_cancel₀ _ hZ.ne'
    linear_combination a * hc

end

end JarzynskiFiniteState
```

```lean
#print axioms JarzynskiFiniteState.jarzynski_endpoint
#print axioms JarzynskiFiniteState.jarzynski_equality
#print axioms JarzynskiFiniteState.free_energy_le_average_work
```

```
'JarzynskiFiniteState.jarzynski_endpoint' depends on axioms: [propext, Classical.choice, Quot.sound]
'JarzynskiFiniteState.jarzynski_equality' depends on axioms: [propext, Classical.choice, Quot.sound]
'JarzynskiFiniteState.free_energy_le_average_work' depends on axioms: [propext, Classical.choice, Quot.sound]
```
